# The derivative gap of a piecewise convex energy is at most its total-energy gap

A density-functional calculation on a molecule offers two routes to an estimate of the fundamental gap. One run at $M$ electrons gives the lowest empty eigenvalue minus the highest occupied one. Three runs, at $M-1$, $M$ and $M+1$ electrons and the same geometry, give the ionisation energy minus the electron affinity. If the energy is convex in the electron number on each side of $M$, and the two eigenvalues are its one-sided derivatives at $M$, the first route cannot give the larger answer.

Let $E(x)$ be the energy at a continuous electron number $x$. Its left derivative at $M$ is $L$, the highest occupied level, and its right derivative is $R$, the lowest empty level. This reading of the eigenvalues is Janak's theorem when the exchange–correlation energy is a smooth explicit functional of the density, as in semilocal approximations, and it also holds for the orbital energies of Hartree–Fock; here it is an interpretation, and the mathematics concerns only $E$, $L$ and $R$.

```lean
import Mathlib

open Set Filter Topology

namespace ConvexityGapError
```

With ionisation energy $I=E(M-1)-E(M)$ and affinity $A=E(M)-E(M+1)$, the total-energy gap is

$$\Delta = I-A = E(M+1)+E(M-1)-2E(M).$$

In Lean, `E` is a function `ℝ → ℝ` and `M` is any real number, so the integer case is included.

```lean
/-- The total-energy gap at electron number `M`: the ionisation energy `E (M-1) - E M`
minus the electron affinity `E M - E (M+1)`. -/
def totalGap (E : ℝ → ℝ) (M : ℝ) : ℝ := E (M + 1) + E (M - 1) - 2 * E M
```

## Secants bound the frontier levels

Suppose $E$ is convex on $[M,b]$, and take $M<y<x\le b$. Write $y=M+t(x-M)$ with $0<t<1$. Convexity gives $E(y)\le(1-t)E(M)+tE(x)$, that is, $E(y)-E(M)\le t\,(E(x)-E(M))$. Dividing by $y-M=t(x-M)>0$,

$$\frac{E(y)-E(M)}{y-M}\le\frac{E(x)-E(M)}{x-M}.$$

As $y\to M$ from above, the left side tends to $R$, so $R$ is at most every such secant slope.

In the code, `ConvexOn ℝ (Icc M b) E` is convexity on the closed segment, and `HasDerivWithinAt E R (Ici M) M` says that $R$ is the derivative from the right. It is assumed to exist and be finite, which convexity on a segment ending at $M$ does not ensure. The inequality between slopes is `secant_mono`, and `le_of_tendsto` takes the limit.

```lean
/-- If the energy is convex on `[M, b]`, its right derivative at `M` is at most the slope of
every secant from `M` to a point `x` with `M < x ≤ b`. -/
theorem right_deriv_le_secant {E : ℝ → ℝ} {M R b x : ℝ}
    (hc : ConvexOn ℝ (Icc M b) E) (hR : HasDerivWithinAt E R (Ici M) M)
    (hx : x ∈ Ioc M b) : R ≤ (E x - E M) / (x - M) := by
  have ht : Tendsto (slope E M) (𝓝[>] M) (𝓝 R) :=
    (hasDerivWithinAt_iff_tendsto_slope' (by simp)).1 (hR.mono Ioi_subset_Ici_self)
  -- shorter secants have slopes that are no larger, and their limit is the derivative
  refine le_of_tendsto ht ?_
  filter_upwards [Ioo_mem_nhdsGT hx.1] with y hy
  rw [slope_def_field]
  exact hc.secant_mono ⟨le_rfl, hx.1.le.trans hx.2⟩ ⟨hy.1.le, hy.2.le.trans hx.2⟩
    ⟨hx.1.le, hx.2⟩ hy.1.ne' hx.1.ne' hy.2.le
```

On the left, take $a\le x<y<M$ and write $y-M=t(x-M)$ with $0<t<1$. Again $E(y)-E(M)\le t\,(E(x)-E(M))$, but now $y-M$ is negative and the division reverses the inequality: the slope to $y$ is at least the slope to $x$. Letting $y\to M$ from below shows that $L$ is at least every secant slope.

```lean
/-- If the energy is convex on `[a, M]`, its left derivative at `M` is at least the slope of
every secant from `M` to a point `x` with `a ≤ x < M`. -/
theorem secant_le_left_deriv {E : ℝ → ℝ} {M L a x : ℝ}
    (hc : ConvexOn ℝ (Icc a M) E) (hL : HasDerivWithinAt E L (Iic M) M)
    (hx : x ∈ Ico a M) : (E x - E M) / (x - M) ≤ L := by
  have ht : Tendsto (slope E M) (𝓝[<] M) (𝓝 L) :=
    (hasDerivWithinAt_iff_tendsto_slope' (by simp)).1 (hL.mono Iio_subset_Iic_self)
  refine ge_of_tendsto ht ?_
  filter_upwards [Ioo_mem_nhdsLT hx.2] with y hy
  rw [slope_def_field]
  exact hc.secant_mono ⟨hx.1.trans hx.2.le, le_rfl⟩ ⟨hx.1, hx.2.le⟩
    ⟨hx.1.trans hy.1.le, hy.2.le⟩ hx.2.ne hy.2.ne hy.1.le
```

## One whole electron added or removed

Setting $x=M+1$ makes the denominator $1$, so

$$R\le E(M+1)-E(M)=-A.$$

The empty level lies at or below minus the affinity.

```lean
/-- For an energy convex on `[M, M+1]`, the right derivative at `M` is at most the energy
change on adding a whole electron. -/
theorem right_deriv_le_addition {E : ℝ → ℝ} {M R : ℝ}
    (hc : ConvexOn ℝ (Icc M (M + 1)) E) (hR : HasDerivWithinAt E R (Ici M) M) :
    R ≤ E (M + 1) - E M := by
  have h := right_deriv_le_secant hc hR (x := M + 1) ⟨by linarith, le_rfl⟩
  rwa [add_sub_cancel_left, div_one] at h
```

Setting $x=M-1$ makes the denominator $-1$, so

$$L\ge\frac{E(M-1)-E(M)}{-1}=E(M)-E(M-1)=-I.$$

The occupied level lies at or above minus the ionisation energy.

```lean
/-- For an energy convex on `[M-1, M]`, the left derivative at `M` is at least the energy
difference `E M - E (M-1)`, which is minus the ionisation energy. -/
theorem removal_le_left_deriv {E : ℝ → ℝ} {M L : ℝ}
    (hc : ConvexOn ℝ (Icc (M - 1) M) E) (hL : HasDerivWithinAt E L (Iic M) M) :
    E M - E (M - 1) ≤ L := by
  have h := secant_le_left_deriv hc hL (x := M - 1) ⟨le_rfl, by linarith⟩
  have e : (E (M - 1) - E M) / (M - 1 - M) = E M - E (M - 1) := by
    rw [show M - 1 - M = -1 by ring]
    ring
  rwa [e] at h
```

## The two gaps compared

Subtracting the second bound from the first gives

$$R-L\le\bigl(E(M+1)-E(M)\bigr)-\bigl(E(M)-E(M-1)\bigr)=\Delta.$$

The two hypotheses `h₁` and `h₂` ask for convexity on each segment separately. Nothing is assumed across $M$, so the derivative may jump up or down there.

Convexity between integers stands for the delocalisation error typical of semilocal functionals, which make fractional charges too low in energy. It is a hypothesis on $E$, not derived from any functional. Both gaps belong to the same $E$, so the inequality does not say how close either is to experiment.

```lean
/-- If the energy is convex on `[M-1, M]` and on `[M, M+1]`, the jump of its derivative at `M`
is at most the total-energy gap. -/
theorem derivative_gap_le_totalGap {E : ℝ → ℝ} {M L R : ℝ}
    (h₁ : ConvexOn ℝ (Icc (M - 1) M) E) (h₂ : ConvexOn ℝ (Icc M (M + 1)) E)
    (hL : HasDerivWithinAt E L (Iic M) M) (hR : HasDerivWithinAt E R (Ici M) M) :
    R - L ≤ totalGap E M := by
  have hr := right_deriv_le_addition h₂ hR
  have hl := removal_le_left_deriv h₁ hL
  unfold totalGap
  linarith
```

If $E$ is concave on both segments, as is typical of Hartree–Fock, then $-E$ is convex there, with one-sided derivatives $-L$ and $-R$ and total-energy gap $-\Delta$. The result just obtained reads $-R+L\le-\Delta$, that is, $\Delta\le R-L$.

```lean
/-- If the energy is concave on `[M-1, M]` and on `[M, M+1]`, the jump of its derivative at `M`
is at least the total-energy gap. -/
theorem totalGap_le_derivative_gap {E : ℝ → ℝ} {M L R : ℝ}
    (h₁ : ConcaveOn ℝ (Icc (M - 1) M) E) (h₂ : ConcaveOn ℝ (Icc M (M + 1)) E)
    (hL : HasDerivWithinAt E L (Iic M) M) (hR : HasDerivWithinAt E R (Ici M) M) :
    totalGap E M ≤ R - L := by
  have h := derivative_gap_le_totalGap (E := -E) h₁.neg h₂.neg hL.neg hR.neg
  simp only [totalGap, Pi.neg_apply] at h ⊢
  linarith
```

## Equality means straight segments

A straight line is concave as well as convex. If $E(x)=p+(x-M)q$ on a convex set and $a+b=1$ with $a,b\ge0$, then

$$aE(x)+bE(y)=(a+b)(p-Mq)+(ax+by)q=E(ax+by).$$

Concavity asks only for $\le$ here. The final `linear_combination` uses $a+b=1$ in just this way.

```lean
/-- An energy that follows a straight line on a convex set of electron numbers is concave
there. -/
theorem concaveOn_of_line {E : ℝ → ℝ} {s : Set ℝ} {M p q : ℝ} (hs : Convex ℝ s)
    (h : ∀ x ∈ s, E x = p + (x - M) * q) : ConcaveOn ℝ s E := by
  refine ⟨hs, fun x hx y hy a b ha hb hab => ?_⟩
  rw [h _ (hs hx hy ha hb hab), h x hx, h y hy]
  simp only [smul_eq_mul]
  apply le_of_eq
  linear_combination (p - M * q) * hab
```

Now let $E$ be convex on both segments with $R-L=\Delta$. Then

$$(-A-R)+(L+I)=0,$$

and both brackets are non-negative, so $R=-A$ and $L=-I$. For $M<x\le M+1$ the secant slope is squeezed:

$$R\le\frac{E(x)-E(M)}{x-M}\le E(M+1)-E(M)=R.$$

Hence $E(x)=E(M)+(x-M)(E(M+1)-E(M))$, which also holds at $x=M$. On the left, the slope is squeezed between $-I$ and $L$ in the same way.

Conversely, if both segments are straight, $E$ is convex and concave on each, and the two opposite inequalities give equality. The segments may have different slopes, so a kink at $M$ is allowed.

```lean
/-- For an energy convex on `[M-1, M]` and on `[M, M+1]`, the derivative jump at `M` equals the
total-energy gap exactly when the energy is a straight line on each of the two segments. -/
theorem derivative_gap_eq_iff {E : ℝ → ℝ} {M L R : ℝ}
    (h₁ : ConvexOn ℝ (Icc (M - 1) M) E) (h₂ : ConvexOn ℝ (Icc M (M + 1)) E)
    (hL : HasDerivWithinAt E L (Iic M) M) (hR : HasDerivWithinAt E R (Ici M) M) :
    R - L = totalGap E M ↔
      (∀ x ∈ Icc (M - 1) M, E x = E M + (x - M) * (E M - E (M - 1))) ∧
      (∀ x ∈ Icc M (M + 1), E x = E M + (x - M) * (E (M + 1) - E M)) := by
  constructor
  · intro h
    have hr := right_deriv_le_addition h₂ hR
    have hl := removal_le_left_deriv h₁ hL
    unfold totalGap at h
    -- both one-sided bounds are tight, so every secant slope is squeezed
    refine ⟨fun x hx => ?_, fun x hx => ?_⟩
    · rcases hx.2.eq_or_lt with rfl | hlt
      · ring
      have a := secant_le_left_deriv h₁ hL ⟨hx.1, hlt⟩
      have b := h₁.secant_mono (a := M) (x := M - 1) (y := x) ⟨by linarith, le_rfl⟩
        ⟨le_rfl, by linarith⟩ hx (by linarith : M - 1 < M).ne hlt.ne hx.1
      have e : (E (M - 1) - E M) / (M - 1 - M) = E M - E (M - 1) := by
        rw [show M - 1 - M = -1 by ring]
        ring
      rw [e] at b
      have c : (E x - E M) / (x - M) = E M - E (M - 1) := by linarith
      rw [div_eq_iff (sub_ne_zero.2 hlt.ne)] at c
      linear_combination c
    · rcases hx.1.eq_or_lt with rfl | hlt
      · ring
      have a := right_deriv_le_secant h₂ hR ⟨hlt, hx.2⟩
      have b := h₂.secant_mono (a := M) (x := x) (y := M + 1) ⟨le_rfl, by linarith⟩
        hx ⟨by linarith, le_rfl⟩ hlt.ne' (by linarith : M < M + 1).ne' hx.2
      rw [add_sub_cancel_left, div_one] at b
      have c : (E x - E M) / (x - M) = E (M + 1) - E M := by linarith
      rw [div_eq_iff (sub_ne_zero.2 hlt.ne')] at c
      linear_combination c
  · -- a straight line is also concave, which gives the reverse inequality
    rintro ⟨k₁, k₂⟩
    exact le_antisymm (derivative_gap_le_totalGap h₁ h₂ hL hR)
      (totalGap_le_derivative_gap (concaveOn_of_line (convex_Icc _ _) k₁)
        (concaveOn_of_line (convex_Icc _ _) k₂) hL hR)
```

## A lower bound on the difference between the gaps from the curvature

Let $\kappa$ be a constant such that

$$g(x)=E(x)-\tfrac{\kappa}{2}(x-M)^2$$

is still convex on both segments. For a twice differentiable energy this means $E''\ge\kappa$ there, so a positive $\kappa$ is a minimum strength of the spurious curvature in the electron number.

The parabola has zero derivative at $M$, so $g$ has the same $L$ and $R$ as $E$. Its values at $M\pm1$ are $\kappa/2$ each and its value at $M$ is $0$, so the total-energy gap of $g$ is $\Delta-\kappa$. The main inequality applied to $g$ gives

$$R-L\le\Delta-\kappa.$$

For positive $\kappa$, the derivative gap therefore lies below the total-energy gap of the same $E$ by at least $\kappa$.

```lean
/-- If the energy stays convex on `[M-1, M]` and on `[M, M+1]` after subtraction of the parabola
`κ (x - M)² / 2`, the derivative jump at `M` is at most the total-energy gap minus `κ`. -/
theorem derivative_gap_le_sub_curvature {E : ℝ → ℝ} {M L R κ : ℝ}
    (h₁ : ConvexOn ℝ (Icc (M - 1) M) (fun x => E x - κ / 2 * (x - M) ^ 2))
    (h₂ : ConvexOn ℝ (Icc M (M + 1)) (fun x => E x - κ / 2 * (x - M) ^ 2))
    (hL : HasDerivWithinAt E L (Iic M) M) (hR : HasDerivWithinAt E R (Ici M) M) :
    R - L ≤ totalGap E M - κ := by
  -- the parabola is flat at `M` but contributes `κ` to the total-energy gap
  have hq : HasDerivAt (fun x : ℝ => κ / 2 * (x - M) ^ 2) 0 M :=
    ((((hasDerivAt_id' M).sub_const M).fun_pow 2).const_mul (κ / 2)).congr_deriv (by simp)
  have h := derivative_gap_le_totalGap h₁ h₂ (hL.fun_sub hq.hasDerivWithinAt)
    (hR.fun_sub hq.hasDerivWithinAt)
  have e : totalGap (fun x => E x - κ / 2 * (x - M) ^ 2) M = totalGap E M - κ := by
    simp only [totalGap]
    ring
  linarith
```

The energy $E(x)=e+\mu(x-M)+\tfrac{\kappa}{2}(x-M)^2$ attains this bound. Its derivative $\mu+\kappa(x-M)$ equals $\mu$ at $M$ from both sides, so $R-L=0$. In the total-energy gap the constant and linear terms cancel, leaving $\kappa/2+\kappa/2=\kappa$. In this smooth model the whole gap is missing from the frontier levels.

```lean
/-- The parabolic energy `e + μ (x - M) + κ (x - M)² / 2` has the two-sided derivative `μ` at `M`,
while its total-energy gap is `κ`. -/
theorem parabola_gap (e μ κ M : ℝ) :
    HasDerivAt (fun x : ℝ => e + μ * (x - M) + κ / 2 * (x - M) ^ 2) μ M ∧
      totalGap (fun x : ℝ => e + μ * (x - M) + κ / 2 * (x - M) ^ 2) M = κ := by
  constructor
  · have hd := (hasDerivAt_id' M).sub_const M
    exact (((hd.const_mul μ).const_add e).fun_add
      ((hd.fun_pow 2).const_mul (κ / 2))).congr_deriv (by simp)
  · simp only [totalGap]
    ring

end ConvexityGapError
```

```lean
#print axioms ConvexityGapError.derivative_gap_le_totalGap
-- 'ConvexityGapError.derivative_gap_le_totalGap' depends on axioms: [propext, Classical.choice, Quot.sound]
#print axioms ConvexityGapError.derivative_gap_eq_iff
-- 'ConvexityGapError.derivative_gap_eq_iff' depends on axioms: [propext, Classical.choice, Quot.sound]
#print axioms ConvexityGapError.derivative_gap_le_sub_curvature
-- 'ConvexityGapError.derivative_gap_le_sub_curvature' depends on axioms: [propext, Classical.choice, Quot.sound]
#print axioms ConvexityGapError.parabola_gap
-- 'ConvexityGapError.parabola_gap' depends on axioms: [propext, Classical.choice, Quot.sound]
```
